# The cusp condition makes the local energy of \(r^l e^{p(r)}\) finite at the nucleus

Take one electron at distance \(r\) from a nucleus of charge \(Z\), in atomic units, and try the s orbital \(R(r)=e^{-ar}\) with a real parameter \(a\). The local energy is \(E_L=(HR)/R\), where \(H\) is the radial Hamiltonian. Since \(R'=-aR\) and \(R''=a^2R\),

\[
E_L(r)=-\frac12\left(a^2-\frac{2a}{r}\right)-\frac Zr=-\frac{a^2}{2}+\frac{a-Z}{r}.
\]

The kinetic energy contributes \(+a/r\) and the nuclear attraction \(-Z/r\). They cancel only if \(a=Z\), that is, if the exponent has slope \(-Z\) at the nucleus. Now add curvature: for \(R=e^{-Zr+cr^2}\), with \(c\) real, the same calculation gives

\[
E_L(r)=-\frac{(-Z+2cr)^2}{2}-3c\;\longrightarrow\;-\frac{Z^2}{2}-3c\qquad(r\to0^+).
\]

The divergence is still absent, but the limit now depends on the second derivative of the exponent, which is \(2c\).

## Any polynomial exponent and any angular momentum

Let \(R(r)=r^l e^{p(r)}\), with \(l=0,1,2,\dots\) and \(p\) a real polynomial. The radial local energy is

\[
E_L=\frac1R\left[-\frac12\left(R''+\frac2rR'-\frac{l(l+1)}{r^2}R\right)-\frac ZrR\right].
\]

It has a finite limit as \(r\to0^+\) exactly when \((l+1)\,p'(0)=-Z\), and the limit is then

\[
-\frac{Z^2}{2(l+1)^2}-\frac{2l+3}{2}\,p''(0).
\]

To derive this, differentiate twice at \(r>0\):

\[
\frac{R'}{R}=\frac lr+p',\qquad
\frac{R''}{R}=\left(\frac lr+p'\right)^2-\frac{l}{r^2}+p''.
\]

In \(E_L\) the terms in \(1/r^2\) have the total coefficient \(l^2-l+2l-l(l+1)=0\). What remains is

\[
E_L(r)=-\frac{p''(r)+p'(r)^2}{2}-\frac{(l+1)p'(r)+Z}{r}.
\]

If \((l+1)p'(0)=-Z\), the last fraction equals \((l+1)\,[p'(r)-p'(0)]/r\), which tends to \((l+1)p''(0)\). The first term tends to \(-p''(0)/2-Z^2/(2(l+1)^2)\), and the difference is the stated limit.

Conversely, suppose \(E_L\) has a finite limit. Then \(rE_L(r)\to0\). The explicit formula gives \(rE_L(r)\to-\big((l+1)p'(0)+Z\big)\), so this number is zero.

## The limit in terms of matching data

In variational and diffusion Monte Carlo, an s orbital that lacks the correct cusp can be replaced inside a radius \(r_c>0\), at which it is positive, by \(e^{p}\), with \(p\) of degree at most 4. To match the orbital and its first two derivatives at \(r_c\), \(p\) must have the same value and first two derivatives there as the logarithm of the orbital. Let \(p(0)=X_0\), \(p'(0)=-Z\), \(p(r_c)=X_1\), \(p'(r_c)=X_2\) and \(p''(r_c)=X_3\). Write \(p=\sum_k c_kr^k\), so that \(c_0=X_0\) and \(c_1=-Z\). The conditions at \(r_c\) become

\[
\begin{aligned}
c_2r_c^2+c_3r_c^3+c_4r_c^4&=X_1-X_0+Zr_c,\\
2c_2r_c^2+3c_3r_c^3+4c_4r_c^4&=r_c(X_2+Z),\\
2c_2r_c^2+6c_3r_c^3+12c_4r_c^4&=r_c^2X_3.
\end{aligned}
\]

Six times the first, minus three times the second, plus half the third eliminates \(c_3\) and \(c_4\) and leaves \(c_2r_c^2\) on the left. Hence

\[
p''(0)=2c_2=\frac{12(X_1-X_0)}{r_c^2}+\frac{6(Z-X_2)}{r_c}+X_3,
\]

and for \(l=0\) the local energy at the nucleus tends to

\[
-\frac{Z^2}{2}-\frac{18(X_1-X_0)}{r_c^2}-\frac{9(Z-X_2)}{r_c}-\frac{3X_3}{2}.
\]

With the other data fixed, \(X_0\) therefore tunes the local energy at the nucleus in this one-electron model.

## The orbital and its local energy in Lean

```lean
import Mathlib

open Polynomial Filter Topology

noncomputable section

namespace CuspLocalEnergy
```

The exponent is an element of `ℝ[X]`, a polynomial with real coefficients. Its value at `r` is `p.eval r`, and `derivative p` is again a polynomial.

```lean
/-- The radial orbital `r ^ l * exp (p r)` with angular momentum `l` and exponent polynomial `p`. -/
def orbital (l : ℕ) (p : ℝ[X]) (r : ℝ) : ℝ := r ^ l * Real.exp (p.eval r)
```

The orbital is not normalised, and for some `p` it cannot be: with \(p=-Zr+cr^2\) and \(c>0\) it grows without bound at large \(r\). Neither matters here, because a constant factor cancels in \((HR)/R\) and the limit at the nucleus depends only on the orbital at small \(r\).

```lean
/-- The local energy `(H R) / R` of a radial function `R` with angular momentum `l` in the field
of a nucleus of charge `Z`, in atomic units. -/
def localEnergy (Z : ℝ) (l : ℕ) (R : ℝ → ℝ) (r : ℝ) : ℝ :=
  (-(1 / 2) * (deriv (deriv R) r + 2 / r * deriv R r - l * (l + 1) / r ^ 2 * R r)
    - Z / r * R r) / R r
```

`localEnergy` accepts any function `R` and applies `deriv`, the ordinary derivative of a real function, so the formula for \(E_L\) in terms of \(p\) has to be proved. The definition fixes atomic units and a point nucleus that does not move. It contains no other electrons: in a many-electron local energy, further terms would be added. `Z` is any real number.

A different model would let the exponent be any function that is twice continuously differentiable near 0. The limit and its derivation would stay the same, and exponents such as \(-Zr/(1+br)\) with \(b>0\) would be covered. The price would be smoothness hypotheses in every theorem, which polynomials satisfy automatically.

## Derivatives away from the nucleus

```lean
/-- Away from the nucleus the logarithmic derivative of the orbital is `l / r + p'(r)`. -/
theorem hasDerivAt_orbital (l : ℕ) (p : ℝ[X]) {r : ℝ} (hr : r ≠ 0) :
    HasDerivAt (orbital l p) (orbital l p r * (l / r + (derivative p).eval r)) r := by
  have h1 : HasDerivAt (fun x : ℝ => x ^ l) (l * r ^ (l - 1)) r := hasDerivAt_pow l r
  have h2 := (p.hasDerivAt r).exp
  have h3 : HasDerivAt (orbital l p) _ r := h1.fun_mul h2
  have hpow : (l : ℝ) * r ^ (l - 1) = r ^ l * (l / r) := by
    cases l with
    | zero => simp
    | succ n =>
      rw [Nat.add_sub_cancel, pow_succ]
      field_simp
  refine h3.congr_deriv ?_
  unfold orbital
  linear_combination Real.exp (p.eval r) * hpow
```

This is \(R'=R\,(l/r+p')\), obtained from the product rule. The auxiliary identity `hpow` rewrites \(l\,r^{l-1}\) as \(r^l\cdot l/r\), treating \(l=0\) separately.

```lean
/-- The second radial derivative of the orbital away from the nucleus. -/
theorem deriv_deriv_orbital (l : ℕ) (p : ℝ[X]) {r : ℝ} (hr : r ≠ 0) :
    deriv (deriv (orbital l p)) r = orbital l p r *
      ((l / r + (derivative p).eval r) ^ 2 - l / r ^ 2
        + (derivative (derivative p)).eval r) := by
  have hev : deriv (orbital l p) =ᶠ[𝓝 r]
      fun x => orbital l p x * (l / x + (derivative p).eval x) := by
    filter_upwards [isOpen_ne.mem_nhds hr] with x hx
    exact (hasDerivAt_orbital l p hx).deriv
  have h1 : HasDerivAt (fun x : ℝ => (l : ℝ) / x) (-(l : ℝ) / r ^ 2) r := by
    have h := (hasDerivAt_inv hr).const_mul (l : ℝ)
    simpa [div_eq_mul_inv] using h
  have h2 := (hasDerivAt_orbital l p hr).fun_mul
    (h1.fun_add ((derivative p).hasDerivAt r))
  rw [hev.deriv_eq, h2.deriv]
  ring
```

A second derivative at `r` requires the first derivative at all nearby points, not just at `r`. The statement `hev` supplies this, because the points \(x\neq0\) form an open set. The product rule then gives \(R''\).

```lean
/-- The local energy of the orbital away from the nucleus: a part polynomial in `r`, and a
`1 / r` part that combines the kinetic energy with the nuclear attraction. -/
theorem localEnergy_orbital (Z : ℝ) (l : ℕ) (p : ℝ[X]) {r : ℝ} (hr : r ≠ 0) :
    localEnergy Z l (orbital l p) r =
      -((derivative (derivative p)).eval r + (derivative p).eval r ^ 2) / 2
        - ((l + 1) * (derivative p).eval r + Z) / r := by
  have hR : orbital l p r ≠ 0 := mul_ne_zero (pow_ne_zero _ hr) (Real.exp_ne_zero _)
  unfold localEnergy
  rw [deriv_deriv_orbital l p hr, (hasDerivAt_orbital l p hr).deriv]
  field_simp
  ring
```

The orbital is nonzero for \(r\neq0\), so division by it is legitimate. After both derivatives are substituted, `field_simp` and `ring` carry out the cancellation of the \(1/r^2\) terms.

## The limit, and why the cusp condition is necessary

```lean
/-- If the exponent obeys the cusp condition `(l + 1) p'(0) = -Z`, the local energy tends to
`-Z² / (2 (l + 1)²) - (2 l + 3) p''(0) / 2` at the nucleus. -/
theorem tendsto_localEnergy (Z : ℝ) (l : ℕ) (p : ℝ[X])
    (h : ((l : ℝ) + 1) * (derivative p).eval 0 = -Z) :
    Tendsto (localEnergy Z l (orbital l p)) (𝓝[>] 0)
      (𝓝 (-Z ^ 2 / (2 * ((l : ℝ) + 1) ^ 2)
        - (2 * (l : ℝ) + 3) / 2 * (derivative (derivative p)).eval 0)) := by
  have hl : (l : ℝ) + 1 ≠ 0 := by positivity
  -- the difference quotient of `p'` at the nucleus
  have hs := (hasDerivAt_iff_tendsto_slope_zero.1 ((derivative p).hasDerivAt 0)).mono_left
    (nhdsWithin_mono (0 : ℝ) (fun x (hx : x ∈ Set.Ioi (0 : ℝ)) => (Set.mem_Ioi.1 hx).ne'))
  have hcont : Continuous (fun r : ℝ =>
      -((derivative (derivative p)).eval r + (derivative p).eval r ^ 2) / 2) :=
    (((derivative (derivative p)).continuous.add
      ((derivative p).continuous.pow 2)).neg).div_const 2
  have hc := (hcont.tendsto 0).mono_left (nhdsWithin_le_nhds (s := Set.Ioi (0 : ℝ)))
  have hlim : -Z ^ 2 / (2 * ((l : ℝ) + 1) ^ 2)
        - (2 * (l : ℝ) + 3) / 2 * (derivative (derivative p)).eval 0
      = -((derivative (derivative p)).eval 0 + (derivative p).eval 0 ^ 2) / 2
        - ((l : ℝ) + 1) * (derivative (derivative p)).eval 0 := by
    have hZ : Z = -(((l : ℝ) + 1) * (derivative p).eval 0) := by linarith
    rw [hZ]
    field_simp
    ring
  rw [hlim]
  refine (hc.sub (hs.const_mul ((l : ℝ) + 1))).congr' ?_
  filter_upwards [self_mem_nhdsWithin] with r hr
  rw [localEnergy_orbital Z l p (Set.mem_Ioi.1 hr).ne']
  simp only [zero_add, smul_eq_mul]
  linear_combination r⁻¹ * h
```

The filter `𝓝[>] 0` expresses \(r\to0^+\), so the value at \(r=0\) itself plays no role. The hypothesis `h` is the cusp condition. Physically, it says that the \(1/r\) part of the kinetic energy balances the nuclear attraction.

In the proof, `hs` is the limit of the difference quotient of \(p'\), `hc` is the limit of the continuous part, and `hlim` checks that they combine to the stated value. The last line uses `h` to turn the \(1/r\) term into that difference quotient.

```lean
/-- The local energy has a finite limit at the nucleus exactly when the exponent obeys the
cusp condition `(l + 1) p'(0) = -Z`. -/
theorem finite_localEnergy_iff_cusp (Z : ℝ) (l : ℕ) (p : ℝ[X]) :
    (∃ E : ℝ, Tendsto (localEnergy Z l (orbital l p)) (𝓝[>] 0) (𝓝 E)) ↔
      ((l : ℝ) + 1) * (derivative p).eval 0 = -Z := by
  refine ⟨fun ⟨E, hE⟩ => ?_, fun h => ⟨_, tendsto_localEnergy Z l p h⟩⟩
  -- `r` times a bounded local energy vanishes at the nucleus
  have hid : Tendsto (fun r : ℝ => r) (𝓝[>] 0) (𝓝 0) :=
    tendsto_id.mono_left nhdsWithin_le_nhds
  have h1 := hid.mul hE
  -- the same product, computed from the explicit local energy
  have hcont : Continuous (fun r : ℝ =>
      r * (-((derivative (derivative p)).eval r + (derivative p).eval r ^ 2) / 2)
        - (((l : ℝ) + 1) * (derivative p).eval r + Z)) :=
    (continuous_id.mul ((((derivative (derivative p)).continuous.add
      ((derivative p).continuous.pow 2)).neg).div_const 2)).sub
      ((continuous_const.mul (derivative p).continuous).add continuous_const)
  have h2 := (hcont.tendsto 0).mono_left (nhdsWithin_le_nhds (s := Set.Ioi (0 : ℝ)))
  have h3 := tendsto_nhds_unique h1 (h2.congr' (by
    filter_upwards [self_mem_nhdsWithin] with r hr
    have hr0 : r ≠ 0 := (Set.mem_Ioi.1 hr).ne'
    rw [localEnergy_orbital Z l p hr0, mul_sub, mul_div_cancel₀ _ hr0]))
  linarith
```

The direction from right to left is the previous theorem. For the other, `h1` says that \(rE_L\) tends to \(0\cdot E\), while `h2` gives the limit of the explicit expression. Limits are unique, and the cusp condition follows.

The equivalence concerns trial orbitals of the form \(r^le^{p(r)}\). Kato's cusp condition is a property of exact many-electron eigenfunctions, and it is not derived here.

## The s orbital and the quartic exponent

```lean
/-- For an s orbital `exp (p r)` with `p'(0) = -Z`, the local energy tends to
`-Z² / 2 - 3 p''(0) / 2` at the nucleus. -/
theorem tendsto_localEnergy_exp (Z : ℝ) (p : ℝ[X]) (h : (derivative p).eval 0 = -Z) :
    Tendsto (localEnergy Z 0 (fun r => Real.exp (p.eval r))) (𝓝[>] 0)
      (𝓝 (-Z ^ 2 / 2 - 3 * (derivative (derivative p)).eval 0 / 2)) := by
  have horb : orbital 0 p = fun r => Real.exp (p.eval r) := by
    funext r
    simp [orbital]
  have hv : -Z ^ 2 / 2 - 3 * (derivative (derivative p)).eval 0 / 2
      = -Z ^ 2 / (2 * (((0 : ℕ) : ℝ) + 1) ^ 2)
        - (2 * ((0 : ℕ) : ℝ) + 3) / 2 * (derivative (derivative p)).eval 0 := by
    push_cast
    ring
  rw [hv, ← horb]
  exact tendsto_localEnergy Z 0 p (by simpa using h)
```

Setting \(l=0\) turns the orbital into \(e^{p}\) and the limit into \(-Z^2/2-3p''(0)/2\). The proof only rewrites the general theorem.

```lean
/-- For an s orbital `exp (p r)` with `p` of degree at most 4, value `X0` and slope `-Z` of `p` at
the nucleus, and value, first and second derivative `X1`, `X2`, `X3` of `p` at `rc > 0`, the local
energy tends at the nucleus to an explicit function of these data. -/
theorem tendsto_localEnergy_quartic {rc Z X0 X1 X2 X3 : ℝ} (hrc : 0 < rc) (p : ℝ[X])
    (hdeg : p.natDegree ≤ 4) (h0 : p.eval 0 = X0) (h0' : (derivative p).eval 0 = -Z)
    (h1 : p.eval rc = X1) (h2 : (derivative p).eval rc = X2)
    (h3 : (derivative (derivative p)).eval rc = X3) :
    Tendsto (localEnergy Z 0 (fun r => Real.exp (p.eval r))) (𝓝[>] 0)
      (𝓝 (-Z ^ 2 / 2 - 18 * (X1 - X0) / rc ^ 2 - 9 * (Z - X2) / rc - 3 * X3 / 2)) := by
  have d1 := natDegree_derivative_le p
  have d2 := natDegree_derivative_le (derivative p)
  -- expand the exponent and its derivatives in coefficients
  have e0 : ∀ x : ℝ, p.eval x = p.coeff 0 + p.coeff 1 * x + p.coeff 2 * x ^ 2
      + p.coeff 3 * x ^ 3 + p.coeff 4 * x ^ 4 := fun x => by
    rw [eval_eq_sum_range' (show p.natDegree < 5 by omega)]
    simp only [Finset.sum_range_succ, Finset.sum_range_zero]
    ring
  have e1 : ∀ x : ℝ, (derivative p).eval x = p.coeff 1 + 2 * p.coeff 2 * x
      + 3 * p.coeff 3 * x ^ 2 + 4 * p.coeff 4 * x ^ 3 := fun x => by
    rw [eval_eq_sum_range' (show (derivative p).natDegree < 4 by omega)]
    simp only [Finset.sum_range_succ, Finset.sum_range_zero, coeff_derivative, zero_add,
      Nat.reduceAdd]
    push_cast
    ring
  have e2 : ∀ x : ℝ, (derivative (derivative p)).eval x = 2 * p.coeff 2
      + 6 * p.coeff 3 * x + 12 * p.coeff 4 * x ^ 2 := fun x => by
    rw [eval_eq_sum_range' (show (derivative (derivative p)).natDegree < 3 by omega)]
    simp only [Finset.sum_range_succ, Finset.sum_range_zero, coeff_derivative, zero_add,
      Nat.reduceAdd]
    push_cast
    ring
  have hZ : Z = -p.coeff 1 := by
    rw [e1] at h0'
    linarith
  have hv : -Z ^ 2 / 2 - 18 * (X1 - X0) / rc ^ 2 - 9 * (Z - X2) / rc - 3 * X3 / 2
      = -Z ^ 2 / 2 - 3 * (derivative (derivative p)).eval 0 / 2 := by
    rw [← h0, ← h1, ← h2, ← h3, e0, e0, e1, e2, e2, hZ]
    field_simp
    ring
  rw [hv]
  exact tendsto_localEnergy_exp Z p h0'

end CuspLocalEnergy
```

The five matching conditions and the degree bound are hypotheses on a given `p`. The theorem evaluates the local energy of such a quartic; whether one exists for every choice of data, and whether it is unique, is a separate question about the linear system above.

The degree bound allows `e0`, `e1` and `e2` to write \(p\), \(p'\) and \(p''\) through the coefficients \(c_0,\dots,c_4\), which appear in Lean as `p.coeff 0` to `p.coeff 4`. The identity `hv` then replaces the data by these expressions. Where the derivation by hand solves for \(c_2\), the proof verifies the finished formula with `field_simp` and `ring`, using \(r_c\neq0\). The s-orbital theorem supplies the limit.

```lean
#print axioms CuspLocalEnergy.finite_localEnergy_iff_cusp
#print axioms CuspLocalEnergy.tendsto_localEnergy_quartic
```

```
'CuspLocalEnergy.finite_localEnergy_iff_cusp' depends on axioms: [propext, Classical.choice, Quot.sound]
'CuspLocalEnergy.tendsto_localEnergy_quartic' depends on axioms: [propext, Classical.choice, Quot.sound]
```
